# Quadrupole levels of a $j=3/2$ core and an outer electron: zero barycentre, and $h(K)/l^2\to 3,-3,-3,3$ as $l\to\infty$

## Core, outer electron and resultant

Let $\mathbf j$ be the total angular momentum of an atomic core and $\mathbf l$ the orbital angular momentum of an outer electron, in units of $\hbar$. Their resultant is $\mathbf K=\mathbf j+\mathbf l$. The letters $j,l,K$ also denote the quantum numbers, so that $\mathbf j^2$, $\mathbf l^2$ and $\mathbf K^2$ have the values $j(j+1)$, $l(l+1)$ and $K(K+1)$. Define

$$X=\tfrac12\bigl[K(K+1)-j(j+1)-l(l+1)\bigr],$$

$$h(K)=3X^2+\tfrac32X-j(j+1)\,l(l+1).$$

In pair coupling, or $jK$ coupling, the outer electron's spin is added last and splits each level with $K>0$ into a close pair $J=K\pm\frac12$; a level with $K=0$ has only $J=\frac12$. That spin is left out here.

The operator behind $h$ is

$$Q=3(\mathbf j\cdot\mathbf l)^2+\tfrac32\,\mathbf j\cdot\mathbf l-\mathbf j^2\mathbf l^2,$$

the angular form, among states of fixed $j$ and $l$, of the interaction between the core's quadrupole moment and the outer electron. To first order, for one core level and one radial state of the outer electron, the quadrupole energy is $h(K)$ times a factor that is the same for all $K$. This factor contains the radial integral, the strength of the core quadrupole and the denominator $(2l-1)(2l+3)$, and its sign decides which levels lie higher.

## The results for $j=3/2$

For every natural number $l$,

$$\sum_{K=l-3/2}^{l+3/2}(2K+1)\,h(K)=0,$$

and as $l\to\infty$ the ratio $h(K)/l^2$ tends to $3,-3,-3,3$ for $K=l+\frac32,\ l+\frac12,\ l-\frac12,\ l-\frac32$.

At large $l$ the levels thus group as $l\pm\frac32$ and $l\pm\frac12$. In a first-order model with fixed $j$ and only this quadrupole term, the zero sum gives a quick check on the computed shifts of the $K$ levels of a high-$l$ Rydberg electron, measured from the energy without the quadrupole term.

## From $\mathbf K^2$ to $h(K)$

Since $j_a$ and $l_a$ commute for each component $a$,

$$\mathbf K^2=\sum_a(j_a+l_a)^2=\mathbf j^2+\mathbf l^2+2\,\mathbf j\cdot\mathbf l .$$

On a state with definite $\mathbf j^2,\mathbf l^2,\mathbf K^2$, the operator $\mathbf j\cdot\mathbf l$ therefore has the value $X$. Applying it twice gives $X^2$, and $Q$ has the value $h(K)$.

## The weighted sum telescopes

Put $s=j(j+1)+l(l+1)$, $p=j(j+1)l(l+1)$ and $\kappa=K(K+1)$. With $X=(\kappa-s)/2$,

$$h=\tfrac34\kappa(\kappa-2)+\left(\tfrac94-\tfrac32s\right)\kappa+\left(\tfrac34s^2-\tfrac34s-p\right).$$

After multiplication by $2K+1$, each term is a unit step in $K$:

- $2K+1$ is the step of $K^2$.
- $(2K+1)\kappa$ is the step of $K^2(K^2-1)/2$.
- $(2K+1)\kappa(\kappa-2)$ is the step of $K^2(K^2-1)(K^2-4)/3$.

Hence $(2K+1)h(K)=F(K+1)-F(K)$. In terms of $u=K^2$,

$$F=\tfrac14u^3-\left(\tfrac18+\tfrac34s\right)u^2+\left(\tfrac34s^2-\tfrac18-p\right)u .$$

The sum from $K=l-j$ to $K=l+j$ is $F(l+j+1)-F(l-j)$. Let $u_1=(l-j)^2$ and $u_2=(l+j+1)^2$. Then $u_1+u_2=2s+1$ and $u_1u_2=s^2-4p$, so $u_1^2+u_1u_2+u_2^2=3s^2+4s+1+4p$. The difference of the end values is $(u_2-u_1)$ times

$$\tfrac14(3s^2+4s+1+4p)-\left(\tfrac18+\tfrac34s\right)(2s+1)+\tfrac34s^2-\tfrac18-p=0 .$$

This holds for every integer or half-integer $j$, not only $3/2$.

For $l<j$ the range starts at a negative $K$. Because $h$ depends on $K$ only through $K(K+1)$, the terms $K$ and $-K-1$ have equal $h$ and opposite weights, so the surplus terms cancel and the physical levels $K=j-l,\dots,j+l$ remain. At $l=0$ this leaves the single level $K=j$, with $h=0$.

## Large $l$ and the splitting at finite $l$

For $K=l+m$ one finds $X=ml+c$ with $c=\frac12[m^2+m-j(j+1)]$. Therefore

$$\frac{h}{l^2}=3m^2-j(j+1)+\frac{6mc+\frac32m-j(j+1)}{l}+\frac{3c^2+\frac32c}{l^2},$$

which tends to $3m^2-j(j+1)$. For $j=\frac32$ this is $\frac{27}4-\frac{15}4=3$ at $m=\pm\frac32$ and $\frac34-\frac{15}4=-3$ at $m=\pm\frac12$.

Write $X_\pm$ for the values at $K=l\pm m$. Then $X_+-X_-=m(2l+1)$ and $X_++X_-=m^2-j(j+1)$, so

$$h(l+m)-h(l-m)=(2l+1)\,m\left[3\bigl(m^2-j(j+1)\bigr)+\tfrac32\right].$$

For $j=\frac32$ this equals $-\frac92(2l+1)$ both for $m=\frac32$ and for $m=\frac12$. Relative to $l^2$ the splitting falls off only as $1/l$. At $l=3$ the four ratios, in the order above, are $2.5,-5,-1.5,6$, still far from their limits.

## How the Lean statements express the physics

`dotValue j l K` is $X$ and `quadrupoleValue j l K` is $h(K)$, both for real arguments. A vector operator is a triple `Fin 3 → Module.End ℂ V` of linear maps on a complex vector space, `dotOp` is the scalar product, and `quadrupoleOp` is $Q$. In the code the operators `J` and `L` stand for $\mathbf j$ and $\mathbf l$; this `J` is not the $J=K\pm\frac12$ of pair coupling.

The theorem `quadrupoleOp_apply` takes four hypotheses. `hc` says that matching components of core and outer momentum commute, which holds physically because they act on different degrees of freedom. `hJ`, `hL` and `hK` say that `v` has definite $\mathbf j^2$, $\mathbf l^2$ and $\mathbf K^2$. Neither an inner product nor the angular momentum commutation relations are needed. Which values of $K$ occur for given $j$ and $l$ is taken from the usual coupling rule.

`quadrupoleOp_apply_witness` gives a nonzero example with $j=l=1$ and $K=0$. The space consists of $3\times3$ matrices, the core acts by left multiplication with the spin-one matrices $S_a$, and the outer momentum by right multiplication with $-S_a$. The state is the identity matrix, or $\mathbb 1/\sqrt3$ when normalised in the trace inner product. Here $X=-2$ and $h=5$.

In `barycentre` the core has $j=n/2$ with `n` a natural number, and the levels are $K=l-n/2+i$ for $i=0,\dots,n$. The limits in `large_l_limit` run over natural numbers `l` at fixed `j` and `m`. `jK_quadrupole_pattern` collects the sum and the four limits for $j=3/2$.

## Components that do not commute

Without `hc` the eigenvalue formula fails already for two-component spinors. Let $\mathbf j=\frac12(\sigma_x,\sigma_y,\sigma_z)$ and let $\mathbf l=\frac12(\sigma_y,\sigma_z,\sigma_x)$ act on the same spinor. Both are spin-$\frac12$ momenta. The cross terms in $(\mathbf j+\mathbf l)^2$ are anticommutators of different Pauli matrices and vanish, so $(\mathbf j+\mathbf l)^2=\frac32$ on every state. The other three hypotheses then hold with $j=l=\frac12$ and either real solution $K$ of $K(K+1)=\frac32$. They give $X=0$ and $h=-\frac9{16}$. However,

$$\mathbf j\cdot\mathbf l=\tfrac i4(\sigma_x+\sigma_y+\sigma_z),\qquad Q=-\tfrac98+\tfrac{3i}8(\sigma_x+\sigma_y+\sigma_z).$$

The eigenvalues of $Q$ are $-\frac98\pm\frac{3\sqrt3}8i$, so no nonzero state has the predicted value.

## The Lean file

```lean
import Mathlib

open Filter Topology

namespace PairCouplingQuadrupole

noncomputable section

/-- The value of `j · l` in a level with core momentum `j`, outer momentum `l` and resultant `K`. -/
def dotValue (j l K : ℝ) : ℝ := (K * (K + 1) - j * (j + 1) - l * (l + 1)) / 2

/-- The quadrupole level value `h(K) = 3X² + 3X/2 - j(j+1)l(l+1)`, where `X` is the value
of `j · l`. -/
def quadrupoleValue (j l K : ℝ) : ℝ :=
  3 * dotValue j l K ^ 2 + 3 / 2 * dotValue j l K - j * (j + 1) * (l * (l + 1))

section Operators

variable {V : Type*} [AddCommGroup V] [Module ℂ V]

/-- The scalar product of two vector operators, summed over the three Cartesian components. -/
def dotOp (A B : Fin 3 → Module.End ℂ V) : Module.End ℂ V := ∑ a, A a * B a

/-- The quadrupole coupling operator `3(J·L)² + (3/2) J·L - J²L²`. -/
def quadrupoleOp (J L : Fin 3 → Module.End ℂ V) : Module.End ℂ V :=
  (3 : ℂ) • (dotOp J L * dotOp J L) + (3 / 2 : ℂ) • dotOp J L - dotOp J J * dotOp L L

/-- If matching components of `J` and `L` commute and `v` has definite `J²`, `L²` and `(J+L)²`,
given by `j`, `l` and `K`, then the quadrupole coupling operator multiplies `v` by `h(K)`. -/
theorem quadrupoleOp_apply (J L : Fin 3 → Module.End ℂ V) (hc : ∀ a, Commute (J a) (L a))
    (j l K : ℝ) (v : V)
    (hJ : dotOp J J v = ((j : ℂ) * (j + 1)) • v)
    (hL : dotOp L L v = ((l : ℂ) * (l + 1)) • v)
    (hK : dotOp (J + L) (J + L) v = ((K : ℂ) * (K + 1)) • v) :
    quadrupoleOp J L v = (quadrupoleValue j l K : ℂ) • v := by
  -- expand the square of the total angular momentum
  have hsq : ∀ a, (J a + L a) * (J a + L a)
      = J a * J a + L a * L a + (2 : ℂ) • (J a * L a) := by
    intro a
    rw [add_mul, mul_add, mul_add, ← (hc a).eq, two_smul]
    abel
  have e : dotOp (J + L) (J + L) = dotOp J J + dotOp L L + (2 : ℂ) • dotOp J L := by
    simp only [dotOp, Pi.add_apply, hsq, Finset.sum_add_distrib, Finset.smul_sum]
  rw [e, LinearMap.add_apply, LinearMap.add_apply, LinearMap.smul_apply, hJ, hL] at hK
  -- therefore `J · L` multiplies `v` by `dotValue j l K`
  have hX : dotOp J L v = (dotValue j l K : ℂ) • v := by
    unfold dotValue
    push_cast
    linear_combination (norm := module) (1 / 2 : ℂ) • hK
  simp only [quadrupoleOp, LinearMap.sub_apply, LinearMap.add_apply, LinearMap.smul_apply,
    Module.End.mul_apply, hX, hL, hJ, map_smul]
  unfold quadrupoleValue
  push_cast
  module

end Operators

/-- The three Cartesian spin-one matrices. -/
def spinOne : Fin 3 → Matrix (Fin 3) (Fin 3) ℂ :=
  ![!![0, 0, 0; 0, 0, -Complex.I; 0, Complex.I, 0],
    !![0, 0, Complex.I; 0, 0, 0; -Complex.I, 0, 0],
    !![0, -Complex.I, 0; Complex.I, 0, 0; 0, 0, 0]]

/-- A spin-one core momentum, acting on 3×3 matrices from the left. -/
def coreOp (a : Fin 3) : Module.End ℂ (Matrix (Fin 3) (Fin 3) ℂ) :=
  LinearMap.mulLeft ℂ (spinOne a)

/-- A spin-one outer momentum, acting on 3×3 matrices from the right. -/
def outerOp (a : Fin 3) : Module.End ℂ (Matrix (Fin 3) (Fin 3) ℂ) :=
  LinearMap.mulRight ℂ (-(spinOne a))

/-- The squares of the spin-one matrices add up to `1(1+1) = 2`. -/
theorem spinOne_casimir :
    spinOne 0 * spinOne 0 + spinOne 1 * spinOne 1 + spinOne 2 * spinOne 2
      = (2 : ℂ) • (1 : Matrix (Fin 3) (Fin 3) ℂ) := by
  ext i j
  fin_cases i <;> fin_cases j <;>
    simp [spinOne] <;> norm_num

/-- Matching components of `coreOp` and `outerOp` commute, and the identity matrix is a nonzero
state with `j = 1`, `l = 1` and `K = 0`. -/
theorem quadrupoleOp_apply_witness :
    (∀ a, Commute (coreOp a) (outerOp a)) ∧
    (1 : Matrix (Fin 3) (Fin 3) ℂ) ≠ 0 ∧
    dotOp coreOp coreOp 1 = ((1 : ℂ) * (1 + 1)) • (1 : Matrix (Fin 3) (Fin 3) ℂ) ∧
    dotOp outerOp outerOp 1 = ((1 : ℂ) * (1 + 1)) • (1 : Matrix (Fin 3) (Fin 3) ℂ) ∧
    dotOp (coreOp + outerOp) (coreOp + outerOp) 1
      = ((0 : ℂ) * (0 + 1)) • (1 : Matrix (Fin 3) (Fin 3) ℂ) := by
  have h2 : (1 : ℂ) * (1 + 1) = 2 := by norm_num
  refine ⟨fun a => LinearMap.ext fun M => ?_, one_ne_zero, ?_, ?_, ?_⟩
  · simp [coreOp, outerOp, Module.End.mul_apply, mul_assoc]
  · rw [h2, ← spinOne_casimir]
    simp [dotOp, coreOp, Fin.sum_univ_three, Module.End.mul_apply]
  · rw [h2, ← spinOne_casimir]
    simp [dotOp, outerOp, Fin.sum_univ_three, Module.End.mul_apply]
  · simp [dotOp, coreOp, outerOp, Module.End.mul_apply]

/-- A function of `K` whose unit steps are the weighted level values `(2K+1) h(K)`. -/
def ladder (j l K : ℝ) : ℝ :=
  let s := j * (j + 1) + l * (l + 1)
  (3 / 4 * s ^ 2 - 3 / 4 * s - j * (j + 1) * (l * (l + 1))) * K ^ 2
    + (9 / 4 - 3 / 2 * s) * (K ^ 2 * (K ^ 2 - 1) / 2)
    + 3 / 4 * (K ^ 2 * (K ^ 2 - 1) * (K ^ 2 - 4) / 3)

/-- The weighted level value `(2K+1) h(K)` is the step of `ladder` from `K` to `K+1`. -/
theorem weighted_eq_step (j l K : ℝ) :
    (2 * K + 1) * quadrupoleValue j l K = ladder j l (K + 1) - ladder j l K := by
  simp only [quadrupoleValue, dotValue, ladder]
  ring

/-- For a core with `j = n/2`, the quadrupole level values weighted by `2K+1` sum to zero over
`K = l-j, l-j+1, ..., l+j`. -/
theorem barycentre (n : ℕ) (l : ℝ) :
    ∑ i ∈ Finset.range (n + 1),
      (2 * (l - n / 2 + i) + 1) * quadrupoleValue (n / 2) l (l - n / 2 + i) = 0 := by
  -- the sum telescopes
  have tele : ∀ N : ℕ, ∑ i ∈ Finset.range N,
      (2 * (l - n / 2 + i) + 1) * quadrupoleValue (n / 2) l (l - n / 2 + i)
      = ladder (n / 2) l (l - n / 2 + N) - ladder (n / 2) l (l - n / 2) := by
    intro N
    induction N with
    | zero => simp
    | succ N ih =>
      rw [Finset.sum_range_succ, ih, weighted_eq_step,
        show l - (n : ℝ) / 2 + ((N + 1 : ℕ) : ℝ) = l - n / 2 + N + 1 by push_cast; ring]
      ring
  -- and the two end values agree
  rw [tele]
  simp only [ladder]
  push_cast
  ring

/-- The levels `K = l+m` and `K = l-m` differ in quadrupole value by `2l+1` times a factor
independent of `l`. -/
theorem doublet_splitting (j l m : ℝ) :
    quadrupoleValue j l (l + m) - quadrupoleValue j l (l - m)
      = (2 * l + 1) * (m * (3 * (m ^ 2 - j * (j + 1)) + 3 / 2)) := by
  simp only [quadrupoleValue, dotValue]
  ring

/-- At fixed `j` and `m`, the quadrupole value of the level `K = l+m` divided by `l²` tends to
`3m² - j(j+1)` as `l` grows. -/
theorem large_l_limit (j m : ℝ) :
    Tendsto (fun l : ℕ => quadrupoleValue j l (l + m) / (l : ℝ) ^ 2) atTop
      (𝓝 (3 * m ^ 2 - j * (j + 1))) := by
  have hu : Tendsto (fun l : ℕ => ((l : ℝ))⁻¹) atTop (𝓝 0) :=
    tendsto_inv_atTop_zero.comp tendsto_natCast_atTop_atTop
  -- expand in powers of `1/l`; `c` is the part of `j · l` that does not grow
  let c : ℝ := (m ^ 2 + m - j * (j + 1)) / 2
  have h := ((hu.const_mul (6 * m * c + 3 / 2 * m - j * (j + 1))).add
    ((hu.mul hu).const_mul (3 * c ^ 2 + 3 / 2 * c))).const_add (3 * m ^ 2 - j * (j + 1))
  simp only [mul_zero, add_zero] at h
  refine h.congr' ?_
  filter_upwards [eventually_gt_atTop 0] with l hl
  have hl' : (l : ℝ) ≠ 0 := by exact_mod_cast hl.ne'
  simp only [quadrupoleValue, dotValue, c]
  field_simp
  ring

/-- For a `j = 3/2` core and every natural number `l` the four quadrupole values
`h(K)`, `K = l-3/2, ..., l+3/2`, weighted by `2K+1`, sum to zero, and
`h(K)/l²` tends to `3, -3, -3, 3` for `K = l+3/2, l+1/2, l-1/2, l-3/2`. -/
theorem jK_quadrupole_pattern :
    (∀ l : ℕ, ∑ i ∈ Finset.range 4,
      (2 * ((l : ℝ) - 3 / 2 + i) + 1) * quadrupoleValue (3 / 2) l (l - 3 / 2 + i) = 0) ∧
    Tendsto (fun l : ℕ => quadrupoleValue (3 / 2) l (l + 3 / 2) / (l : ℝ) ^ 2) atTop (𝓝 3) ∧
    Tendsto (fun l : ℕ => quadrupoleValue (3 / 2) l (l + 1 / 2) / (l : ℝ) ^ 2) atTop (𝓝 (-3)) ∧
    Tendsto (fun l : ℕ => quadrupoleValue (3 / 2) l (l - 1 / 2) / (l : ℝ) ^ 2) atTop (𝓝 (-3)) ∧
    Tendsto (fun l : ℕ => quadrupoleValue (3 / 2) l (l - 3 / 2) / (l : ℝ) ^ 2) atTop (𝓝 3) := by
  refine ⟨fun l => ?_, ?_, ?_, ?_, ?_⟩
  · exact_mod_cast barycentre 3 (l : ℝ)
  · have h := large_l_limit (3 / 2) (3 / 2)
    rwa [show (3 * (3 / 2) ^ 2 - 3 / 2 * (3 / 2 + 1) : ℝ) = 3 by norm_num] at h
  · have h := large_l_limit (3 / 2) (1 / 2)
    rwa [show (3 * (1 / 2) ^ 2 - 3 / 2 * (3 / 2 + 1) : ℝ) = -3 by norm_num] at h
  · have h := large_l_limit (3 / 2) (-(1 / 2))
    rw [show (3 * (-(1 / 2)) ^ 2 - 3 / 2 * (3 / 2 + 1) : ℝ) = -3 by norm_num] at h
    simpa only [← sub_eq_add_neg] using h
  · have h := large_l_limit (3 / 2) (-(3 / 2))
    rw [show (3 * (-(3 / 2)) ^ 2 - 3 / 2 * (3 / 2 + 1) : ℝ) = 3 by norm_num] at h
    simpa only [← sub_eq_add_neg] using h

end

end PairCouplingQuadrupole
```

```lean
#print axioms PairCouplingQuadrupole.quadrupoleOp_apply
#print axioms PairCouplingQuadrupole.barycentre
#print axioms PairCouplingQuadrupole.doublet_splitting
#print axioms PairCouplingQuadrupole.jK_quadrupole_pattern
```

```
'PairCouplingQuadrupole.quadrupoleOp_apply' depends on axioms: [propext, Classical.choice, Quot.sound]
'PairCouplingQuadrupole.barycentre' depends on axioms: [propext, Classical.choice, Quot.sound]
'PairCouplingQuadrupole.doublet_splitting' depends on axioms: [propext, Classical.choice, Quot.sound]
'PairCouplingQuadrupole.jK_quadrupole_pattern' depends on axioms: [propext, Classical.choice, Quot.sound]
```

## How the proofs follow the derivation

**The eigenvalue.** In `quadrupoleOp_apply`, `hsq` expands the square of one component and uses `hc` to merge the two cross terms. Summed over components, this gives `e`, the expansion of $\mathbf K^2$. Applying `e` to `v` and solving for $\mathbf j\cdot\mathbf l$ yields `hX`; the `linear_combination` step is the division by two. The last lines insert `hX`, `hJ` and `hL` into $Q$, and `module` compares the coefficients of `v`.

**The example.** `spinOne_casimir` checks $\sum_aS_a^2=2$ entry by entry. In the witness theorem, left and right multiplication commute by associativity. The Casimir identity supplies the values of $\mathbf j^2$ and $\mathbf l^2$, and $\mathbf K$ annihilates the identity matrix because $S_a-S_a=0$.

**The sum.** `ladder` is the function $F$, written in the three stepping polynomials. `weighted_eq_step` states $(2K+1)h(K)=F(K+1)-F(K)$, a polynomial identity that `ring` verifies. Within `barycentre`, `tele` proves the telescoped form for the first `N` terms by induction. The closing `ring` establishes the equality of the end values, for which the derivation above used $u_1+u_2$ and $u_1u_2$.

**Splitting and limits.** `doublet_splitting`, whose doublet is the pair $K=l\pm m$, is again a polynomial identity. In `large_l_limit`, `hu` states that $1/l\to0$, and `h` builds from it the limit of the expansion in powers of $1/l$, with the same `c` as above. The expansion equals $h/l^2$ once $l>0$, which `filter_upwards` makes available; `field_simp` and `ring` then confirm the equality.

**The case $j=3/2$.** `jK_quadrupole_pattern` applies `barycentre` with `n` equal to 3, and `large_l_limit` with $m=\frac32,\frac12,-\frac12,-\frac32$. `norm_num` evaluates the four limits.
